# Diffusion in a harmonic well with quadratic loss: a Gaussian mode decays more slowly than the equilibrium mean loss rate

## Why does the speed of the bottleneck matter?

A molecule escapes through an opening of fluctuating size $r$. The coordinate $r$ relaxes at rate $\lambda$ in a harmonic well with equilibrium variance $\theta$, and escape happens at rate $k r^2$. I am told that a Gaussian distribution of $r$ with one particular width then keeps its shape and decays at the rate $m=\tfrac{\lambda}{2}\left(\sqrt{1+4k\theta/\lambda}-1\right)$, which is always below $k\theta$ and goes as $\sqrt{\lambda k\theta}$ for small $\lambda$. But the average of $k r^2$ over the equilibrium distribution is $k\theta$, whatever $\lambda$ is. Where does $\lambda$ come in, and why as a square root?

## The surviving population is narrower than equilibrium

For $\lambda,\theta,k>0$, put $S=\sqrt{1+4k\theta/\lambda}$. The distribution that keeps its shape while it decays is

$$P(r)=\exp\left(-\frac{(1+S)\,r^2}{4\theta}\right),\qquad m=\frac{\lambda(S-1)}{2}.$$

Its variance is $2\theta/(1+S)$, which is less than $\theta$ because $S>1$. Loss removes the wide openings first, and relaxation refills them only at a finite speed. Since $\lambda(S^2-1)=4k\theta$, the rate can also be written $m=k\cdot 2\theta/(1+S)$: it is the average of $k r^2$ after all, but over the narrowed distribution. When $\lambda$ is large, $S$ is close to 1 and the equilibrium average returns. When $\lambda$ is small, $S$ grows as $1/\sqrt\lambda$, and the variance shrinks as $\sqrt\lambda$.

### From the diffusion equation to the rate

Without escape, the density of $r$ would obey a diffusion equation with diffusion constant $\lambda\theta$ and a linear restoring drift. With the loss included, the operator on the right-hand side is

$$LP=\lambda\theta P''+\lambda(rP)'-k r^2P.$$

If $LP=-mP$, then $e^{-mt}P(r)$ solves the time-dependent equation. Try $P=e^{-ar^2}$. Then

$$P'=-2arP,\qquad P''=(4a^2r^2-2a)P,\qquad (rP)'=(1-2ar^2)P,$$

and therefore

$$LP=\left[(4\lambda\theta a^2-2\lambda a-k)\,r^2+\lambda-2a\lambda\theta\right]P.$$

For an eigenfunction the bracket must be constant in $r$, so the coefficient of $r^2$ vanishes. This quadratic equation has the roots $a=(1\pm S)/(4\theta)$. Since $S>1$, only the upper sign gives a Gaussian that decays at large $|r|$. The constant term is then

$$\lambda-\frac{\lambda(1+S)}{2}=-\frac{\lambda(S-1)}{2}=-m.$$

Next, insert $S=1+2m/\lambda$ into $\lambda S^2=\lambda+4k\theta$. The result is

$$m^2+\lambda m=\lambda k\theta.$$

Both limits follow from this equation. Dividing by $\lambda$ gives $k\theta-m=m^2/\lambda>0$, so $m<k\theta$. Using that bound on the right-hand side gives

$$k\theta-\frac{(k\theta)^2}{\lambda}<m<k\theta,$$

and $m\to k\theta$ as $\lambda\to\infty$.

For slow relaxation, set $u=m/\sqrt\lambda$. The equation becomes $u^2+\sqrt\lambda\,u=k\theta$. Since $u>0$, this gives $u<\sqrt{k\theta}$. Also

$$(u+\sqrt\lambda)^2=u^2+2\sqrt\lambda\,u+\lambda>u^2+\sqrt\lambda\,u=k\theta,$$

so $u>\sqrt{k\theta}-\sqrt\lambda$. As $\lambda\to0$ from above, $u$ is squeezed to $\sqrt{k\theta}$. That is the square root you asked about.

### What the Lean theorems say

The parameters `lam`, `θ` and `k` are real numbers without units; `lam` is $\lambda$. Here `θ` is a variance, not an angle or a temperature, and `k` is a rate per squared length, so that `k * θ`, not `k` itself, is a rate. The loss term $k r^2$ is a postulate: it stands for escape in proportion to the area of the opening.

- `evolution lam θ k P r` is $(LP)(r)$ for a twice differentiable function `P : ℝ → ℝ`, written with Mathlib's `deriv`.
- `gaussian a` is $e^{-ar^2}$, `mode` is the Gaussian with the special width, and `decayRate` is $m$. Neither Gaussian is normalised; a constant factor would not change the eigenvalue equation.
- `evolution_mode` states $LP=-mP$ at every real $r$, for positive parameters.
- `gaussian_mode_unique` is a converse: if $e^{-ar^2}$ with $a>0$ satisfies $LP=-\mu P$ at every $r$, then $a=(1+S)/(4\theta)$ and $\mu=m$. The comparison is among Gaussians centred at zero.
- `decayRate_bounds` and `decayRate_div_sqrt_bounds` are the two pairs of inequalities above, valid at every positive `lam`.
- `decayRate_fast` and `decayRate_slow` are the limits at fixed `θ` and `k`. The filter `atTop` means $\lambda\to\infty$, and `𝓝[>] 0` means $\lambda\to0$ through positive values.

The coordinate runs over the whole real line. If $r$ is a radius with $r\ge0$, the same function serves with a reflecting boundary at $r=0$, because its flux vanishes there. The quantities called variances here are then mean squares of $r$.

The theorems do not show that a population started in some other distribution, for instance at equilibrium, ends up decaying at the rate $m$. That is a statement about the time-dependent problem, whereas the theorems concern a single eigenfunction and its eigenvalue.

In simulation practice, $m$ gives a reference value for the late-time decay in a Brownian-dynamics or grid calculation with a position-dependent sink, for this one-coordinate harmonic model with quadratic loss. This use relies on a fact that is not proved here: the Gaussian mode is the slowest-decaying of the normalisable modes.

```lean
import Mathlib

open Filter Topology

namespace FluctuatingBottleneck

noncomputable section

/-- The diffusion-reaction operator `lam θ P'' + lam (r P)' - k r² P`: relaxation at rate `lam`
in a harmonic well of variance `θ`, with loss at the rate `k r²`. -/
def evolution (lam θ k : ℝ) (P : ℝ → ℝ) (r : ℝ) : ℝ :=
  lam * θ * deriv (deriv P) r + lam * deriv (fun x => x * P x) r - k * r ^ 2 * P r

/-- The Gaussian profile `exp (-a r²)`. -/
def gaussian (a r : ℝ) : ℝ := Real.exp (-a * r ^ 2)

/-- The dimensionless number `S = √(1 + 4 k θ / lam)`, for `lam > 0` and `k θ ≥ 0`. -/
def S (lam θ k : ℝ) : ℝ := Real.sqrt (1 + 4 * k * θ / lam)

/-- The profile `exp (-(1 + S) r² / (4 θ))`, for `lam, θ > 0` and `k ≥ 0`. -/
def mode (lam θ k r : ℝ) : ℝ := Real.exp (-(1 + S lam θ k) * r ^ 2 / (4 * θ))

/-- The decay rate `m = lam (S - 1) / 2`, for `lam > 0` and `k θ ≥ 0`. -/
def decayRate (lam θ k : ℝ) : ℝ := lam * (S lam θ k - 1) / 2

/-- The operator turns a Gaussian into a polynomial of degree at most two times the same Gaussian.
-/
theorem evolution_gaussian (lam θ k a r : ℝ) :
    evolution lam θ k (gaussian a) r =
      ((4 * lam * θ * a ^ 2 - 2 * lam * a - k) * r ^ 2 + (lam - 2 * a * lam * θ))
        * gaussian a r := by
  have h1 : ∀ x, HasDerivAt (gaussian a) (-2 * a * x * gaussian a x) x := by
    intro x
    refine (((hasDerivAt_pow 2 x).const_mul (-a)).exp).congr_deriv ?_
    simp only [gaussian, show (2 : ℕ) - 1 = 1 from rfl, pow_one, Nat.cast_ofNat]
    ring
  have hd : deriv (gaussian a) = fun x => -2 * a * x * gaussian a x :=
    funext fun x => (h1 x).deriv
  have h2 := ((hasDerivAt_id' r).const_mul (-2 * a)).fun_mul (h1 r)
  have h3 := (hasDerivAt_id' r).fun_mul (h1 r)
  unfold evolution
  rw [hd, h2.deriv, h3.deriv]
  ring

/-- For positive parameters, `S` exceeds one and satisfies `lam S² = lam + 4 k θ`. -/
theorem S_spec {lam θ k : ℝ} (hl : 0 < lam) (hθ : 0 < θ) (hk : 0 < k) :
    1 < S lam θ k ∧ lam * S lam θ k ^ 2 = lam + 4 * k * θ := by
  have hp : 0 < 4 * k * θ / lam := by positivity
  have hsq : S lam θ k ^ 2 = 1 + 4 * k * θ / lam := Real.sq_sqrt (by linarith)
  have h0 : 0 ≤ S lam θ k := Real.sqrt_nonneg _
  refine ⟨by nlinarith, ?_⟩
  rw [hsq, mul_add, mul_div_cancel₀ _ hl.ne', mul_one]

/-- For positive parameters, the Gaussian `exp (-(1 + S) r² / (4 θ))` is an eigenfunction of the
diffusion-reaction operator with eigenvalue `-m`, where `m = lam (S - 1) / 2`. -/
theorem evolution_mode {lam θ k : ℝ} (hl : 0 < lam) (hθ : 0 < θ) (hk : 0 < k) (r : ℝ) :
    evolution lam θ k (mode lam θ k) r = -decayRate lam θ k * mode lam θ k r := by
  obtain ⟨-, hS⟩ := S_spec hl hθ hk
  have hm : mode lam θ k = gaussian ((1 + S lam θ k) / (4 * θ)) := by
    funext x
    unfold mode gaussian
    congr 1
    ring
  rw [hm, evolution_gaussian]
  -- the coefficient of `r²` vanishes
  have hq : 4 * lam * θ * ((1 + S lam θ k) / (4 * θ)) ^ 2
      - 2 * lam * ((1 + S lam θ k) / (4 * θ)) - k = 0 := by
    have e : 4 * lam * θ * ((1 + S lam θ k) / (4 * θ)) ^ 2
        - 2 * lam * ((1 + S lam θ k) / (4 * θ)) - k
        = (lam * S lam θ k ^ 2 - (lam + 4 * k * θ)) / (4 * θ) := by
      field_simp
      ring
    rw [e, hS, sub_self, zero_div]
  -- the constant term is the decay rate
  have hc : lam - 2 * ((1 + S lam θ k) / (4 * θ)) * lam * θ = -decayRate lam θ k := by
    unfold decayRate
    field_simp
    ring
  rw [hq, hc, zero_mul, zero_add]

/-- For positive parameters, a Gaussian `exp (-a r²)` with `a > 0` that is an eigenfunction with
eigenvalue `-μ` has `a = (1 + S) / (4 θ)` and `μ = lam (S - 1) / 2`. -/
theorem gaussian_mode_unique {lam θ k a μ : ℝ} (hl : 0 < lam) (hθ : 0 < θ) (hk : 0 < k)
    (ha : 0 < a) (h : ∀ r, evolution lam θ k (gaussian a) r = -μ * gaussian a r) :
    a = (1 + S lam θ k) / (4 * θ) ∧ μ = decayRate lam θ k := by
  obtain ⟨hS1, hS⟩ := S_spec hl hθ hk
  have hpoly : ∀ r : ℝ, (4 * lam * θ * a ^ 2 - 2 * lam * a - k) * r ^ 2
      + (lam - 2 * a * lam * θ) = -μ := by
    intro r
    have hr := h r
    rw [evolution_gaussian] at hr
    exact mul_right_cancel₀ (Real.exp_pos _).ne' hr
  have h0 := hpoly 0
  have h1 := hpoly 1
  -- the width solves a quadratic equation with roots `(1 ± S) / (4 θ)`
  have hfac : lam * ((4 * θ * a - 1 - S lam θ k) * (4 * θ * a - 1 + S lam θ k)) = 0 := by
    linear_combination 4 * θ * h1 - 4 * θ * h0 - hS
  have hpos : 0 < 4 * θ * a - 1 + S lam θ k := by
    have : 0 < θ * a := mul_pos hθ ha
    linarith
  have hroot : 4 * θ * a - 1 - S lam θ k = 0 :=
    (mul_eq_zero.1 ((mul_eq_zero.1 hfac).resolve_left hl.ne')).resolve_right hpos.ne'
  constructor
  · rw [eq_div_iff (by positivity)]
    linarith
  · unfold decayRate
    linear_combination h0 + lam / 2 * hroot

/-- For positive parameters, the decay rate is positive and solves `m² + lam m = lam k θ`. -/
theorem decayRate_quadratic {lam θ k : ℝ} (hl : 0 < lam) (hθ : 0 < θ) (hk : 0 < k) :
    0 < decayRate lam θ k ∧
      decayRate lam θ k ^ 2 + lam * decayRate lam θ k = lam * (k * θ) := by
  obtain ⟨hS1, hS⟩ := S_spec hl hθ hk
  unfold decayRate
  constructor
  · have := mul_pos hl (sub_pos.2 hS1)
    linarith
  · linear_combination lam / 4 * hS

/-- For positive parameters, the decay rate lies below `k θ`, by less than `(k θ)² / lam`. -/
theorem decayRate_bounds {lam θ k : ℝ} (hl : 0 < lam) (hθ : 0 < θ) (hk : 0 < k) :
    k * θ - (k * θ) ^ 2 / lam < decayRate lam θ k ∧ decayRate lam θ k < k * θ := by
  obtain ⟨hm, h⟩ := decayRate_quadratic hl hθ hk
  have e : k * θ - decayRate lam θ k = decayRate lam θ k ^ 2 / lam := by
    rw [eq_div_iff hl.ne']
    linear_combination -h
  have hlt : decayRate lam θ k < k * θ := by
    have := div_pos (pow_pos hm 2) hl
    linarith
  have := div_lt_div_of_pos_right (pow_lt_pow_left₀ hlt hm.le two_ne_zero) hl
  exact ⟨by linarith, hlt⟩

/-- For positive parameters, `m / √lam` lies below `√(k θ)`, by less than `√lam`. -/
theorem decayRate_div_sqrt_bounds {lam θ k : ℝ} (hl : 0 < lam) (hθ : 0 < θ) (hk : 0 < k) :
    Real.sqrt (k * θ) - Real.sqrt lam < decayRate lam θ k / Real.sqrt lam ∧
      decayRate lam θ k / Real.sqrt lam < Real.sqrt (k * θ) := by
  obtain ⟨hm, h⟩ := decayRate_quadratic hl hθ hk
  have hq : 0 < Real.sqrt lam := Real.sqrt_pos.2 hl
  have hs : 0 < Real.sqrt (k * θ) := Real.sqrt_pos.2 (mul_pos hk hθ)
  have hq2 : Real.sqrt lam ^ 2 = lam := Real.sq_sqrt hl.le
  have hs2 : Real.sqrt (k * θ) ^ 2 = k * θ := Real.sq_sqrt (mul_pos hk hθ).le
  have hu : 0 < decayRate lam θ k / Real.sqrt lam := div_pos hm hq
  have hmu : decayRate lam θ k / Real.sqrt lam * Real.sqrt lam = decayRate lam θ k :=
    div_mul_cancel₀ _ hq.ne'
  generalize decayRate lam θ k / Real.sqrt lam = u at hu hmu ⊢
  generalize Real.sqrt (k * θ) = s at hs hs2 ⊢
  generalize Real.sqrt lam = q at hq hq2 hmu ⊢
  -- the quadratic equation in scaled form
  have key : u ^ 2 + q * u = s ^ 2 := by
    apply mul_left_cancel₀ (pow_ne_zero 2 hq.ne')
    rw [← hmu, ← hq2, ← hs2] at h
    linear_combination h
  have hqu := mul_pos hq hu
  constructor
  · by_contra hc
    have h1 : 0 ≤ s - u - q := by linarith [not_lt.1 hc]
    have h2 := mul_nonneg h1 (by linarith : 0 ≤ s + u + q)
    nlinarith [pow_pos hq 2]
  · by_contra hc
    have h1 : 0 ≤ u - s := by linarith [not_lt.1 hc]
    have h2 := mul_nonneg h1 (by linarith : 0 ≤ u + s)
    nlinarith

/-- For fast relaxation, `lam → ∞` at fixed `k, θ > 0`, the decay rate tends to `k θ`. -/
theorem decayRate_fast {θ k : ℝ} (hθ : 0 < θ) (hk : 0 < k) :
    Tendsto (fun lam => decayRate lam θ k) atTop (𝓝 (k * θ)) := by
  have h0 : Tendsto (fun lam : ℝ => (k * θ) ^ 2 / lam) atTop (𝓝 0) :=
    tendsto_const_nhds.div_atTop tendsto_id
  have hlow : Tendsto (fun lam : ℝ => k * θ - (k * θ) ^ 2 / lam) atTop (𝓝 (k * θ)) := by
    simpa only [sub_zero] using h0.const_sub (k * θ)
  refine tendsto_of_tendsto_of_tendsto_of_le_of_le' hlow tendsto_const_nhds ?_ ?_
  · filter_upwards [eventually_gt_atTop 0] with lam hl
    exact (decayRate_bounds hl hθ hk).1.le
  · filter_upwards [eventually_gt_atTop 0] with lam hl
    exact (decayRate_bounds hl hθ hk).2.le

/-- For slow relaxation, `lam → 0` from above at fixed `k, θ > 0`, the ratio `m / √lam` tends
to `√(k θ)`. -/
theorem decayRate_slow {θ k : ℝ} (hθ : 0 < θ) (hk : 0 < k) :
    Tendsto (fun lam => decayRate lam θ k / Real.sqrt lam) (𝓝[>] 0)
      (𝓝 (Real.sqrt (k * θ))) := by
  have h0 : Tendsto Real.sqrt (𝓝[>] 0) (𝓝 0) := by
    have h := (Real.continuous_sqrt.tendsto 0).mono_left
      (nhdsWithin_le_nhds (s := Set.Ioi (0 : ℝ)))
    rwa [Real.sqrt_zero] at h
  have hlow : Tendsto (fun lam : ℝ => Real.sqrt (k * θ) - Real.sqrt lam) (𝓝[>] 0)
      (𝓝 (Real.sqrt (k * θ))) := by
    simpa only [sub_zero] using h0.const_sub (Real.sqrt (k * θ))
  refine tendsto_of_tendsto_of_tendsto_of_le_of_le' hlow tendsto_const_nhds ?_ ?_
  · filter_upwards [self_mem_nhdsWithin] with lam hl
    exact (decayRate_div_sqrt_bounds hl hθ hk).1.le
  · filter_upwards [self_mem_nhdsWithin] with lam hl
    exact (decayRate_div_sqrt_bounds hl hθ hk).2.le

end

end FluctuatingBottleneck
```

```lean
#print axioms FluctuatingBottleneck.gaussian_mode_unique
-- 'FluctuatingBottleneck.gaussian_mode_unique' depends on axioms: [propext, Classical.choice, Quot.sound]
#print axioms FluctuatingBottleneck.decayRate_quadratic
-- 'FluctuatingBottleneck.decayRate_quadratic' depends on axioms: [propext, Classical.choice, Quot.sound]
#print axioms FluctuatingBottleneck.decayRate_fast
-- 'FluctuatingBottleneck.decayRate_fast' depends on axioms: [propext, Classical.choice, Quot.sound]
#print axioms FluctuatingBottleneck.decayRate_slow
-- 'FluctuatingBottleneck.decayRate_slow' depends on axioms: [propext, Classical.choice, Quot.sound]
```

### The same calculation in the proofs

`evolution_gaussian` is the calculation with a general width $a$. The step `h1` finds $P'$ by the chain rule, and `hd` turns this into an equality of functions, so that it can be differentiated again. The product rule then gives $P''$ in `h2` and $(rP)'$ in `h3`, and `ring` collects the powers of $r$.

`S_spec` supplies the two facts about $S$ that everything else uses: $S>1$ and $\lambda S^2=\lambda+4k\theta$. In `evolution_mode`, the special profile is first rewritten as a `gaussian` with $a=(1+S)/(4\theta)$. Then `hq` shows that the coefficient of $r^2$ vanishes, and `hc` identifies the constant term as $-m$.

For the converse, `gaussian_mode_unique` cancels the exponential, which is never zero, and evaluates the remaining polynomial identity at $r=0$ and $r=1$. The difference of the two says that the coefficient of $r^2$ is zero. In `hfac` this is factored as

$$\lambda\,(4\theta a-1-S)(4\theta a-1+S)=0.$$

The last factor is positive because $a>0$ and $S>1$, so the first bracket vanishes and fixes the width. The value at $r=0$ then fixes $\mu$.

`decayRate_quadratic` proves $m>0$ and $m^2+\lambda m=\lambda k\theta$; the equation is $\lambda/4$ times the defining relation of $S$, which is what its `linear_combination` line records. `decayRate_bounds` rewrites it as $k\theta-m=m^2/\lambda$ and uses the upper bound to obtain the lower one, as above.

In `decayRate_div_sqrt_bounds`, the `generalize` lines replace $m/\sqrt\lambda$, $\sqrt{k\theta}$ and $\sqrt\lambda$ by the letters `u`, `s` and `q`, and `key` is the scaled equation $u^2+qu=s^2$. Each inequality is proved by contradiction. If $u\le s-q$, for example, then $s^2\ge(u+q)^2$, which exceeds $u^2+qu$.

The two limit theorems apply the squeeze theorem to these bounds. Their `filter_upwards` steps restrict attention to positive `lam`, where the bounds hold.
